# In a harmonic system, masses raised at most s-fold lengthen the critical Verlet step by at most √s

## Can fourfold hydrogen masses more than double the time step?

I run molecular dynamics with forces from ultrasoft pseudopotentials, and the hydrogen stretches limit my time step. If I make hydrogen four times heavier and leave the other atoms alone, a pure hydrogen vibration slows by a factor of two. But the normal modes also change shape. Could the largest stable step grow by more than two?

## Not for small vibrations about a minimum

Let K be the positive definite force-constant matrix, and let M and N be the old and new diagonal mass matrices, with N ≤ sM entry by entry. Let λ and λ' be the largest eigenvalues of M⁻¹K and N⁻¹K, which are squared angular frequencies.

N⁻¹K has the same eigenvalues as the symmetric matrix N^(−1/2) K N^(−1/2), so x·Kx ≤ λ' x·Nx for every x. Insert the old top mode v, with Kv = λMv:

λ v·Mv = v·Kv ≤ λ' v·Nv ≤ sλ' v·Mv

Hence λ ≤ sλ'. For the time step h, Verlet reads

xₖ₊₂ = 2xₖ₊₁ − xₖ − h²M⁻¹Kxₖ₊₁

Multiply by M and take the dot product with xₖ₊₂ − xₖ. With d = xₖ₊₁ − xₖ and u = xₖ₊₁ + xₖ, this shows that the following quantity is conserved:

E = d·Md + h² xₖ₊₁·Kxₖ = d·(M − h²K/4)d + (h²/4) u·Ku

If h²λ < 4, both forms on the right are positive definite, so d, u and the positions stay bounded. If h²λ ≥ 4, try xₖ = (−1)ᵏaₖv with a₀ = 0 and a₁ = 1:

aₖ₊₂ = (h²λ − 2)aₖ₊₁ − aₖ

Since h²λ − 2 ≥ 2, the increments of aₖ never fall below 1, so aₖ ≥ k and the trajectory is unbounded. The critical step is therefore 2/√λ, and

2/√λ' ≤ √s · 2/√λ

Take K = [[12, −4], [−4, 6]] and change the masses from (1, 1) to (4, 1). The top eigenvalue falls from 14 to 7, so the step grows by √2, within the limit √4 = 2.

In the Lean code, `n` indexes Cartesian coordinates, so an atom's mass is repeated for each of its directions; `m` and `m'` are the diagonals of M and N. `IsCriticalStep` says that `hc` is positive and that a positive step is stable exactly when it is shorter than `hc`, where stable means that every trajectory is bounded. `critical_step_le` is the √s bound, and `critical_step_scale` gives equality when all masses are multiplied by s. No atom is required to become heavier. With M and N exchanged and s = 1, `critical_step_le` also shows that making atoms heavier never shortens the critical step, though it may leave it unchanged.

```lean
import Mathlib

open Matrix

namespace HeavyMassVerlet

noncomputable section

variable {n : Type*} [Fintype n] [DecidableEq n]

/-- The dynamical matrix `M⁻¹ K` for force constants `K` and nonzero diagonal masses `m`. -/
def dynMatrix (m : n → ℝ) (K : Matrix n n ℝ) : Matrix n n ℝ :=
  diagonal (fun i => (m i)⁻¹) * K

/-- The squared frequencies: the real eigenvalues of `M⁻¹ K`, for nonzero masses. -/
def sqFreqs (m : n → ℝ) (K : Matrix n n ℝ) : Set ℝ :=
  {w | ∃ v : n → ℝ, v ≠ 0 ∧ dynMatrix m K *ᵥ v = w • v}

/-- A trajectory of the Verlet recurrence with time step `h`, for nonzero masses. -/
def IsVerlet (m : n → ℝ) (K : Matrix n n ℝ) (h : ℝ) (x : ℕ → n → ℝ) : Prop :=
  ∀ k, x (k + 2) = (2 : ℝ) • x (k + 1) - x k - h ^ 2 • (dynMatrix m K *ᵥ x (k + 1))

/-- The step `h` is stable if every Verlet trajectory stays bounded. -/
def VerletStable (m : n → ℝ) (K : Matrix n n ℝ) (h : ℝ) : Prop :=
  ∀ x, IsVerlet m K h x → ∃ C, ∀ k i, |x k i| ≤ C

/-- The critical step: `hc` is positive, and a positive step is stable exactly when it is shorter
than `hc`. -/
def IsCriticalStep (m : n → ℝ) (K : Matrix n n ℝ) (hc : ℝ) : Prop :=
  0 < hc ∧ ∀ h, 0 < h → (VerletStable m K h ↔ h < hc)

/-- A quadratic function of two successive positions `p`, `q` of a Verlet trajectory. -/
def verletInvariant (m : n → ℝ) (K : Matrix n n ℝ) (h : ℝ) (p q : n → ℝ) : ℝ :=
  (q - p) ⬝ᵥ diagonal m *ᵥ (q - p) + h ^ 2 * (q ⬝ᵥ K *ᵥ p)

omit [DecidableEq n] in
/-- The bilinear form of a real symmetric matrix is symmetric. -/
theorem form_symm {A : Matrix n n ℝ} (hA : A.IsHermitian) (x y : n → ℝ) :
    x ⬝ᵥ A *ᵥ y = y ⬝ᵥ A *ᵥ x := by
  have hT : Aᵀ = A := by rw [← conjTranspose_eq_transpose_of_trivial, hA.eq]
  rw [dotProduct_mulVec, ← mulVec_transpose, hT, dotProduct_comm]

/-- Rayleigh bound: for positive masses and symmetric `K`, if no squared frequency exceeds
`lam`, then `x·Kx ≤ lam x·Mx` for every displacement. -/
theorem rayleigh_le {m : n → ℝ} {K : Matrix n n ℝ} {lam : ℝ} (hm : ∀ i, 0 < m i)
    (hK : K.IsHermitian) (hl : lam ∈ upperBounds (sqFreqs m K)) (x : n → ℝ) :
    x ⬝ᵥ K *ᵥ x ≤ lam * (x ⬝ᵥ diagonal m *ᵥ x) := by
  obtain ⟨S, hS⟩ : ∃ S : Matrix n n ℝ, S = diagonal (fun i => (√(m i))⁻¹) := ⟨_, rfl⟩
  have hs : ∀ i, √(m i) ≠ 0 := fun i => (Real.sqrt_pos.2 (hm i)).ne'
  have hSa : ∀ u j, (S *ᵥ u) j = (√(m j))⁻¹ * u j := by
    intro u j
    rw [hS, mulVec_diagonal]
  have hSt : Sᴴ = S := by rw [hS, diagonal_conjTranspose, star_trivial]
  have hB : (lam • (1 : Matrix n n ℝ) - S * K * S).IsHermitian := by
    rw [IsHermitian, conjTranspose_sub, conjTranspose_smul, conjTranspose_one,
      conjTranspose_mul, conjTranspose_mul, hSt, hK.eq, star_trivial, ← Matrix.mul_assoc]
  -- eigenvectors of the mass-weighted matrix are normal modes
  have hpsd : (lam • (1 : Matrix n n ℝ) - S * K * S).PosSemidef := by
    refine hB.posSemidef_iff_eigenvalues_nonneg.2 (fun i => ?_)
    change (0 : ℝ) ≤ hB.eigenvalues i
    obtain ⟨v, hv, he⟩ : ∃ v : n → ℝ, v ≠ 0 ∧
        (lam • (1 : Matrix n n ℝ) - S * K * S) *ᵥ v = hB.eigenvalues i • v := by
      refine ⟨(hB.eigenvectorBasis i).ofLp, fun h0 => ?_, hB.mulVec_eigenvectorBasis i⟩
      apply hB.eigenvectorBasis.orthonormal.ne_zero i
      ext j
      exact congrFun h0 j
    rw [sub_mulVec, smul_mulVec, one_mulVec, ← mulVec_mulVec, ← mulVec_mulVec] at he
    have hmem : lam - hB.eigenvalues i ∈ sqFreqs m K := by
      refine ⟨S *ᵥ v, fun h0 => hv ?_, ?_⟩
      · funext j
        have h1 : (√(m j))⁻¹ * v j = 0 := by rw [← hSa, h0, Pi.zero_apply]
        exact (mul_eq_zero.1 h1).resolve_left (inv_ne_zero (hs j))
      · funext j
        have hj := congrFun he j
        simp only [Pi.sub_apply, Pi.smul_apply, smul_eq_mul] at hj
        rw [hSa] at hj
        have hr : (m j)⁻¹ = (√(m j))⁻¹ * (√(m j))⁻¹ := by
          rw [← mul_inv, Real.mul_self_sqrt (hm j).le]
        rw [dynMatrix, ← mulVec_mulVec, mulVec_diagonal, Pi.smul_apply, smul_eq_mul,
          hSa v j, hr]
        linear_combination (-(√(m j))⁻¹) * hj
    linarith [hl hmem]
  have h := hpsd.dotProduct_mulVec_nonneg (fun i => √(m i) * x i)
  have hy : S *ᵥ (fun i => √(m i) * x i) = x := by
    funext i
    rw [hSa, inv_mul_cancel_left₀ (hs i)]
  have e1 : (fun i => √(m i) * x i) ⬝ᵥ S *ᵥ (K *ᵥ x) = x ⬝ᵥ K *ᵥ x := by
    refine Finset.sum_congr rfl (fun i _ => ?_)
    rw [hSa]
    linear_combination x i * (K *ᵥ x) i * mul_inv_cancel₀ (hs i)
  have e2 : (fun i => √(m i) * x i) ⬝ᵥ (fun i => √(m i) * x i) = x ⬝ᵥ diagonal m *ᵥ x := by
    refine Finset.sum_congr rfl (fun i _ => ?_)
    rw [mulVec_diagonal]
    linear_combination x i ^ 2 * Real.mul_self_sqrt (hm i).le
  rw [star_trivial, sub_mulVec, smul_mulVec, one_mulVec, ← mulVec_mulVec, ← mulVec_mulVec,
    hy, dotProduct_sub, dotProduct_smul, smul_eq_mul, e1, e2] at h
  linarith

/-- With at least one coordinate, positive masses and positive definite `K`, there is a
largest squared frequency. -/
theorem exists_top [Nonempty n] {m : n → ℝ} {K : Matrix n n ℝ} (hm : ∀ i, 0 < m i)
    (hK : K.PosDef) : ∃ lam, IsGreatest (sqFreqs m K) lam := by
  have hfin : (sqFreqs m K).Finite := by
    refine (Polynomial.finite_setOfPred_isRoot (dynMatrix m K).charpoly_monic.ne_zero).subset ?_
    rintro w ⟨v, hv, hw⟩
    change Polynomial.eval w (dynMatrix m K).charpoly = 0
    rw [eval_charpoly]
    refine exists_mulVec_eq_zero_iff.1 ⟨v, hv, ?_⟩
    ext i
    simp [sub_mulVec, hw, scalar_apply]
  -- without any mode the Rayleigh bound would hold with `lam = 0`
  have hne : (sqFreqs m K).Nonempty := by
    by_contra h0
    rw [Set.not_nonempty_iff_eq_empty] at h0
    have h1 := rayleigh_le (lam := 0) hm hK.isHermitian (by simp [h0]) (fun _ => 1)
    have h2 := hK.dotProduct_mulVec_pos (x := fun _ => 1)
      (fun h => one_ne_zero (congrFun h (Classical.arbitrary n)))
    rw [star_trivial] at h2
    linarith
  obtain ⟨a, ha, hmax⟩ := Set.exists_max_image _ id hfin hne
  exact ⟨a, ha, fun b hb => hmax b hb⟩

/-- For positive definite `K` and positive masses with `N ≤ s M`, the largest eigenvalue of
`M⁻¹ K` is at most `s` times that of `N⁻¹ K`. -/
theorem top_le_mul_top {m m' : n → ℝ} {K : Matrix n n ℝ} {s lam lam' : ℝ}
    (hm : ∀ i, 0 < m i) (hm' : ∀ i, 0 < m' i) (hK : K.PosDef) (hs : ∀ i, m' i ≤ s * m i)
    (hl : IsGreatest (sqFreqs m K) lam) (hl' : IsGreatest (sqFreqs m' K) lam') :
    lam ≤ s * lam' := by
  obtain ⟨⟨v, hv, hw⟩, -⟩ := hl
  have hq := (PosDef.diagonal hm).dotProduct_mulVec_pos hv
  have hq' := (PosDef.diagonal hm').dotProduct_mulVec_pos hv
  have hk := hK.dotProduct_mulVec_pos hv
  rw [star_trivial] at hq hq' hk
  have hr := rayleigh_le hm' hK.isHermitian hl'.2 v
  have hpos : 0 < lam' := pos_of_mul_pos_left (hk.trans_le hr) hq'.le
  have e : v ⬝ᵥ K *ᵥ v = lam * (v ⬝ᵥ diagonal m *ᵥ v) := by
    rw [← smul_eq_mul, ← dotProduct_smul]
    congr 1
    funext i
    have hi := congrFun hw i
    rw [dynMatrix, ← mulVec_mulVec, mulVec_diagonal, Pi.smul_apply, smul_eq_mul] at hi
    rw [Pi.smul_apply, smul_eq_mul, mulVec_diagonal]
    linear_combination m i * hi - (K *ᵥ v) i * mul_inv_cancel₀ (hm i).ne'
  have hc : v ⬝ᵥ diagonal m' *ᵥ v ≤ s * (v ⬝ᵥ diagonal m *ᵥ v) := by
    simp only [dotProduct, mulVec_diagonal, Finset.mul_sum]
    refine Finset.sum_le_sum (fun i _ => ?_)
    nlinarith [mul_le_mul_of_nonneg_right (hs i) (mul_self_nonneg (v i))]
  refine le_of_mul_le_mul_right ?_ hq
  nlinarith [mul_le_mul_of_nonneg_left hc hpos.le]

/-- A positive definite quadratic form controls every coordinate, up to a constant. -/
theorem coord_bound {A : Matrix n n ℝ} (hA : A.PosDef) :
    ∃ C, ∀ (x : n → ℝ) (i : n), |x i| ≤ x ⬝ᵥ A *ᵥ x + C := by
  have hp : ∀ z : n → ℝ, 0 ≤ z ⬝ᵥ A *ᵥ z := by
    intro z
    have h := hA.posSemidef.dotProduct_mulVec_nonneg z
    rwa [star_trivial] at h
  let y : n → n → ℝ := fun i => A⁻¹ *ᵥ Pi.single i 1
  refine ⟨∑ i, y i ⬝ᵥ A *ᵥ y i, fun x i => ?_⟩
  have hy : A *ᵥ y i = Pi.single i 1 := by
    change A *ᵥ (A⁻¹ *ᵥ Pi.single i 1) = _
    rw [mulVec_mulVec, mul_nonsing_inv A hA.det_pos.ne'.isUnit, one_mulVec]
  have h1 : x ⬝ᵥ A *ᵥ y i = x i := by rw [hy]; simp
  have h2 := form_symm hA.isHermitian (y i) x
  have h3 := Finset.single_le_sum (f := fun i => y i ⬝ᵥ A *ᵥ y i)
    (fun j _ => hp (y j)) (Finset.mem_univ i)
  have h4 := hp (x - y i)
  have h5 := hp (x + y i)
  simp only [mulVec_sub, dotProduct_sub, sub_dotProduct] at h4
  simp only [mulVec_add, dotProduct_add, add_dotProduct] at h5
  have h6 := hp x
  have h7 := hp (y i)
  rw [abs_le]
  constructor <;> linarith

/-- For nonzero masses and symmetric `K`, the Verlet invariant keeps its initial value. -/
theorem invariant_conserved {m : n → ℝ} {K : Matrix n n ℝ} {h : ℝ} {x : ℕ → n → ℝ}
    (hm : ∀ i, m i ≠ 0) (hK : K.IsHermitian) (hx : IsVerlet m K h x) (k : ℕ) :
    verletInvariant m K h (x k) (x (k + 1)) = verletInvariant m K h (x 0) (x 1) := by
  induction k with
  | zero => rfl
  | succ k ih =>
    rw [← ih]
    have hM : (diagonal m).IsHermitian := by
      rw [IsHermitian, diagonal_conjTranspose, star_trivial]
    -- Newton's equation in discrete form, tested against `z`
    have hz : ∀ z : n → ℝ, z ⬝ᵥ diagonal m *ᵥ x (k + 2) = 2 * (z ⬝ᵥ diagonal m *ᵥ x (k + 1))
        - z ⬝ᵥ diagonal m *ᵥ x k - h ^ 2 * (z ⬝ᵥ K *ᵥ x (k + 1)) := by
      intro z
      simp only [dotProduct, Finset.mul_sum, ← Finset.sum_sub_distrib]
      refine Finset.sum_congr rfl (fun i _ => ?_)
      have hi := congrFun (hx k) i
      simp only [dynMatrix, ← mulVec_mulVec, mulVec_diagonal, Pi.sub_apply, Pi.smul_apply,
        smul_eq_mul] at hi
      simp only [mulVec_diagonal]
      linear_combination z i * m i * hi
        - z i * h ^ 2 * (K *ᵥ x (k + 1)) i * mul_inv_cancel₀ (hm i)
    change verletInvariant m K h (x (k + 1)) (x (k + 2)) = _
    simp only [verletInvariant, mulVec_sub, dotProduct_sub, sub_dotProduct]
    linear_combination hz (x (k + 2)) - hz (x k) + form_symm hM (x (k + 2)) (x (k + 1))
      + form_symm hM (x k) (x (k + 2)) + form_symm hM (x (k + 1)) (x k)
      + h ^ 2 * form_symm hK (x k) (x (k + 1))

/-- For positive masses, positive definite `K` and largest squared frequency `lam`, every
step `h > 0` with `h² lam < 4` is stable. -/
theorem stable_of_lt {m : n → ℝ} {K : Matrix n n ℝ} {h lam : ℝ} (hm : ∀ i, 0 < m i)
    (hK : K.PosDef) (hl : IsGreatest (sqFreqs m K) lam) (hh : 0 < h)
    (hs : h ^ 2 * lam < 4) : VerletStable m K h := by
  intro x hx
  have hM : (diagonal m).PosDef := PosDef.diagonal hm
  have hA : (diagonal m - (h ^ 2 / 4) • K).PosDef := by
    refine posDef_iff_dotProduct_mulVec.2 ⟨?_, fun y hy => ?_⟩
    · rw [IsHermitian, conjTranspose_sub, conjTranspose_smul, hM.isHermitian.eq,
        hK.isHermitian.eq, star_trivial]
    · have h1 := hM.dotProduct_mulVec_pos hy
      rw [star_trivial] at h1
      have h2 := rayleigh_le hm hK.isHermitian hl.2 y
      rw [star_trivial, sub_mulVec, smul_mulVec, dotProduct_sub, dotProduct_smul, smul_eq_mul]
      nlinarith [mul_le_mul_of_nonneg_left h2 (sq_nonneg h), mul_pos (sub_pos.2 hs) h1]
  obtain ⟨C₁, h₁⟩ := coord_bound hA
  obtain ⟨C₂, h₂⟩ := coord_bound hK
  let E := verletInvariant m K h (x 0) (x 1)
  refine ⟨E + C₁ + (E / (h ^ 2 / 4) + C₂), fun k i => ?_⟩
  -- the invariant is a sum of two positive forms
  have hid : (x (k + 1) - x k) ⬝ᵥ (diagonal m - (h ^ 2 / 4) • K) *ᵥ (x (k + 1) - x k)
      + h ^ 2 / 4 * ((x (k + 1) + x k) ⬝ᵥ K *ᵥ (x (k + 1) + x k)) = E := by
    rw [← show _ = E from invariant_conserved (fun i => (hm i).ne') hK.isHermitian hx k]
    simp only [verletInvariant, sub_mulVec, smul_mulVec, mulVec_sub, mulVec_add,
      dotProduct_sub, sub_dotProduct, dotProduct_add, add_dotProduct, dotProduct_smul,
      smul_eq_mul]
    linear_combination h ^ 2 / 2 * form_symm hK.isHermitian (x k) (x (k + 1))
  have p₁ := hA.posSemidef.dotProduct_mulVec_nonneg (x (k + 1) - x k)
  have p₂ := hK.posSemidef.dotProduct_mulVec_nonneg (x (k + 1) + x k)
  rw [star_trivial] at p₁ p₂
  have hh4 : 0 < h ^ 2 / 4 := by positivity
  have b₁ := h₁ (x (k + 1) - x k) i
  have b₂ := h₂ (x (k + 1) + x k) i
  have q₁ := mul_nonneg hh4.le p₂
  have q₂ : (x (k + 1) + x k) ⬝ᵥ K *ᵥ (x (k + 1) + x k) ≤ E / (h ^ 2 / 4) := by
    rw [le_div_iff₀ hh4]
    linarith
  rw [Pi.sub_apply, abs_le] at b₁
  rw [Pi.add_apply, abs_le] at b₂
  rw [abs_le]
  constructor <;> linarith [b₁.1, b₁.2, b₂.1, b₂.2]

/-- For positive masses, positive definite `K` and largest squared frequency `lam`, this
`lam` is positive and the critical Verlet step is `2 / √lam`. -/
theorem critical_step {m : n → ℝ} {K : Matrix n n ℝ} {lam : ℝ} (hm : ∀ i, 0 < m i)
    (hK : K.PosDef) (hl : IsGreatest (sqFreqs m K) lam) :
    0 < lam ∧ IsCriticalStep m K (2 / √lam) := by
  obtain ⟨v, hv, hw⟩ := hl.1
  have hq := (PosDef.diagonal hm).dotProduct_mulVec_pos hv
  have hk := hK.dotProduct_mulVec_pos hv
  rw [star_trivial] at hq hk
  have hpos : 0 < lam :=
    pos_of_mul_pos_left (hk.trans_le (rayleigh_le hm hK.isHermitian hl.2 v)) hq.le
  have hr := Real.sqrt_pos.2 hpos
  refine ⟨hpos, by positivity, fun h hh => ?_⟩
  have hsq : (h * √lam) ^ 2 = h ^ 2 * lam := by rw [mul_pow, Real.sq_sqrt hpos.le]
  have hp : 0 < h * √lam := mul_pos hh hr
  rw [lt_div_iff₀ hr]
  refine ⟨fun hst => ?_, fun hlt => stable_of_lt hm hK hl hh (by nlinarith)⟩
  by_contra hge
  have h4 : 4 ≤ h ^ 2 * lam := by nlinarith [not_lt.1 hge]
  -- an alternating, growing amplitude along the top mode
  obtain ⟨f, h0, hf⟩ : ∃ f : ℕ → ℝ × ℝ, f 0 = (0, 1) ∧
      ∀ k, f (k + 1) = ((f k).2, (h ^ 2 * lam - 2) * (f k).2 - (f k).1) :=
    ⟨fun k => Nat.rec (0, 1) (fun _ p => (p.2, (h ^ 2 * lam - 2) * p.2 - p.1)) k,
      rfl, fun _ => rfl⟩
  have hgrow : ∀ k : ℕ, (k : ℝ) ≤ (f k).1 ∧ (f k).1 + 1 ≤ (f k).2 := by
    intro k
    induction k with
    | zero => simp [h0]
    | succ k ih =>
      have hk0 : (0 : ℝ) ≤ k := Nat.cast_nonneg k
      have h2 : 0 ≤ (f k).2 := by linarith [ih.1, ih.2]
      simp only [hf, Nat.cast_add, Nat.cast_one]
      constructor
      · linarith [ih.1, ih.2]
      · nlinarith [mul_nonneg (sub_nonneg.2 h4) h2, ih.2]
  obtain ⟨C, hC⟩ := hst (fun k => ((-1) ^ k * (f k).1) • v) (by
    intro k
    change ((-1) ^ (k + 1 + 1) * (f (k + 1 + 1)).1) • v = _
    simp only [hf, mulVec_smul, hw]
    module)
  obtain ⟨j, hj⟩ := Function.ne_iff.1 hv
  have hvj : 0 < |v j| := abs_pos.2 hj
  obtain ⟨k, hkC⟩ := exists_nat_gt (C / |v j|)
  rw [div_lt_iff₀ hvj] at hkC
  have hb := hC k j
  simp only [Pi.smul_apply, smul_eq_mul, abs_mul, abs_pow, abs_neg, abs_one, one_pow,
    one_mul] at hb
  have hc := mul_le_mul_of_nonneg_right ((hgrow k).1.trans (le_abs_self _)) hvj.le
  linarith

/-- For positive definite `K` and positive masses with `N ≤ s M`, replacing `M` by `N`
lengthens the critical Verlet step by at most the factor `√s`. -/
theorem critical_step_le [Nonempty n] {m m' : n → ℝ} {K : Matrix n n ℝ} {s hc hc' : ℝ}
    (hm : ∀ i, 0 < m i) (hm' : ∀ i, 0 < m' i) (hK : K.PosDef) (hs : ∀ i, m' i ≤ s * m i)
    (h : IsCriticalStep m K hc) (h' : IsCriticalStep m' K hc') : hc' ≤ √s * hc := by
  -- the threshold is unique, so it equals `2 / √lam`
  have huniq : ∀ {μ : n → ℝ} {a b : ℝ}, IsCriticalStep μ K a → IsCriticalStep μ K b →
      a ≤ b := fun {_ _ b} ha hb => le_of_not_gt fun hlt =>
    lt_irrefl b ((hb.2 b hb.1).1 ((ha.2 b hb.1).2 hlt))
  obtain ⟨lam, hl⟩ := exists_top hm hK
  obtain ⟨lam', hl'⟩ := exists_top hm' hK
  obtain ⟨hp, hcr⟩ := critical_step hm hK hl
  obtain ⟨hp', hcr'⟩ := critical_step hm' hK hl'
  have hle := Real.sqrt_le_sqrt (top_le_mul_top hm hm' hK hs hl hl')
  rw [Real.sqrt_mul' s hp'.le] at hle
  calc hc' ≤ 2 / √lam' := huniq h' hcr'
    _ ≤ √s * (2 / √lam) := by
      rw [← mul_div_assoc, div_le_div_iff₀ (Real.sqrt_pos.2 hp') (Real.sqrt_pos.2 hp)]
      linarith
    _ ≤ √s * hc := mul_le_mul_of_nonneg_left (huniq hcr h) (Real.sqrt_nonneg s)

/-- The factor is attained: for positive definite `K`, multiplying all positive masses by
`s > 0` multiplies the critical Verlet step by exactly `√s`. -/
theorem critical_step_scale [Nonempty n] {m : n → ℝ} {K : Matrix n n ℝ} {s hc hc' : ℝ}
    (hm : ∀ i, 0 < m i) (hK : K.PosDef) (hs : 0 < s) (h : IsCriticalStep m K hc)
    (h' : IsCriticalStep (fun i => s * m i) K hc') : hc' = √s * hc := by
  have hm' : ∀ i, 0 < s * m i := fun i => mul_pos hs (hm i)
  refine le_antisymm (critical_step_le hm hm' hK (fun _ => le_rfl) h h') ?_
  have hb := critical_step_le (s := s⁻¹) hm' hm hK
    (fun i => (inv_mul_cancel_left₀ hs.ne' (m i)).ge) h' h
  rw [Real.sqrt_inv] at hb
  calc √s * hc ≤ √s * ((√s)⁻¹ * hc') := mul_le_mul_of_nonneg_left hb (Real.sqrt_nonneg s)
    _ = hc' := mul_inv_cancel_left₀ (Real.sqrt_pos.2 hs).ne' hc'

end

end HeavyMassVerlet
```

```lean
#print axioms HeavyMassVerlet.critical_step_le
-- 'HeavyMassVerlet.critical_step_le' depends on axioms: [propext, Classical.choice, Quot.sound]
#print axioms HeavyMassVerlet.critical_step_scale
-- 'HeavyMassVerlet.critical_step_scale' depends on axioms: [propext, Classical.choice, Quot.sound]
```

`rayleigh_le` does the mass weighting and turns each eigenvector of the symmetric matrix into a normal mode. `exists_top` finds a largest eigenvalue among the finitely many roots of the characteristic polynomial, and `top_le_mul_top` inserts the old top mode.

`invariant_conserved` proves conservation by induction; its `linear_combination` combines the recurrence tested against xₖ₊₂ and xₖ. `coord_bound` turns a bounded positive definite form into bounded coordinates, which `stable_of_lt` applies to d and u. `critical_step` adds the growing trajectory. `critical_step_le` then uses uniqueness of the threshold, and `critical_step_scale` applies the bound in both directions, with s and 1/s.

Positive semidefinite K is not enough for a critical step to exist. Two free unit masses on a line, joined by a spring, have K = [[1, −1], [−1, 1]]. The drift xₖ = k(1, 1) solves the recurrence for every h and is unbounded. The Lean theorems on the critical step therefore do not cover a free molecule or a periodic cell that can drift as a whole. The argument for λ ≤ sλ' still works when K is nonzero and positive semidefinite, and 2/√λ is then the critical step for motion made up only of modes with positive frequency.

For your simulations, the bound limits how far heavier hydrogen can lengthen the stable step for the vibrational modes, in the harmonic approximation with fixed K. Carrying it over to a real run means assuming that the forces stay close to linear in the displacements.
